# With a complete neighbour shell, the phase part of the Wannier spread is a weighted sum of squares about the centre

A Wannier function of a single band is assembled from Bloch states whose phases can be chosen separately at every k-point. On a finite mesh, its centre and spread are computed from the overlaps M = ⟨u_k|u_{k+b}⟩ between cell-periodic states at neighbouring k-points. The modulus of M contributes one part of the Marzari–Vanderbilt spread, through 1 − |M|². The phase φ = Im ln M contributes another, which is a weighted sum of φ² over the neighbours, averaged over the mesh, minus the squared position of the centre. Written as a difference, this second part does not show its sign, nor which phases make it vanish.

## Completing the square around the centre

Let the mesh have N ≥ 1 k-points, labelled k. Let s label the neighbours of a k-point, with displacement vectors b_s and real weights w_s, the same at every k. Write b_si for the Cartesian component i of b_s, and φ(k,s) for the real phases. The centre is

r = −(1/N) Σ_k Σ_s w_s φ(k,s) b_s

and the phase part of the spread is

S = (1/N) Σ_k Σ_s w_s φ(k,s)² − r·r.

The weights are assumed to satisfy the completeness relation

Σ_s w_s b_si b_sj = δ_ij,

where δ_ij is 1 for i = j and 0 otherwise. Physically, this says that the finite-difference gradient Σ_s w_s b_s [f(k+b_s) − f(k)] is exact for every linear function f. The claim is

S = (1/N) Σ_k Σ_s w_s (φ(k,s) + b_s·r)²,

so that S ≥ 0 whenever all w_s ≥ 0.

To derive it, replace r in the square by an arbitrary trial centre x and define the mismatch

F(x) = (1/N) Σ_k Σ_s w_s (φ(k,s) + b_s·x)².

Expanding the square gives three terms. The first is the φ² term that appears in S. The second is twice

(1/N) Σ_k Σ_s w_s φ(k,s) (b_s·x) = Σ_i [(1/N) Σ_k Σ_s w_s φ(k,s) b_si] x_i = −r·x.

For the third, completeness first gives, for each component i,

Σ_s w_s (b_s·x) b_si = Σ_j (Σ_s w_s b_si b_sj) x_j = x_i.

Multiplying by x_i and summing over i yields

Σ_s w_s (b_s·x)² = x·x.

This is the same at every k-point, so its mesh average is again x·x. Together,

F(x) = (S + r·r) − 2 r·x + x·x = S + |x − r|².

This has the form of the parallel-axis law for moments of inertia. Setting x = r gives the claim. Any x ≠ r gives F(x) > F(r), whatever the signs of the weights.

Now let all weights be positive. If S = 0, then F(r) = 0 is a sum of nonnegative terms, so every square vanishes and φ(k,s) = −b_s·r. Conversely, if φ(k,s) = −b_s·R for one vector R common to all k-points, then F(R) = 0, hence S + |R − r|² = 0. Both terms are nonnegative, so S = 0. The phase part therefore measures how far the phases are from those of a single common position.

## One k-point in one dimension

Take N = 1 and two neighbours at +h and −h with h > 0, each with weight 1/(2h²), and call their phases φ₊ and φ₋. Then

r = −(φ₊ − φ₋)/(2h)

S = (φ₊² + φ₋²)/(2h²) − (φ₊ − φ₋)²/(4h²) = (φ₊ + φ₋)²/(4h²).

The result is a square, and it vanishes exactly when φ₋ = −φ₊. For a real one-point mesh, h is a reciprocal-lattice vector and the two overlaps are complex conjugates. Away from the branch cut of the logarithm the phases are then opposite, so S = 0 and r = −φ₊/h.

## The residuals in a Wannier calculation

For Wannier function n, a program takes φ_n(k,s) from the diagonal overlap M_nn of the states in the current gauge, accumulates the centre r_n, and can then form the residuals

q_n(k,s) = φ_n(k,s) + b_s·r_n.

On a finite mesh with a complete shell, the sum (1/N) Σ_k Σ_s w_s q_n(k,s)² is the contribution of Wannier function n to the diagonal, gauge-dependent part of the Marzari–Vanderbilt spread. The same residuals enter the gradient of the spread with respect to changes of gauge.

## Centre, spread and mismatch as finite sums

In the Lean file, `K` is the type of k-points, `B` the type of neighbour labels and `ι` the type of Cartesian axes. All three are finite, and the number of axes is arbitrary. The comments in the file write w_b and φ(k,b) for what is here w_s and φ(k,s).

```lean
import Mathlib

open Matrix

namespace MarzariVanderbiltPhaseSpread

noncomputable section

variable {K B ι : Type*} [Fintype K] [Fintype B] [Fintype ι]
```

The centre is a function of the axis `i`. The minus sign fixes the convention that phases −b·R belong to a centre at R.

```lean
/-- The Wannier centre `r = -(1/N) ∑ w_b φ(k,b) b` computed from the overlap phases
on a non-empty mesh of `N` k-points. -/
def wannierCenter (w : B → ℝ) (b : B → ι → ℝ) (φ : K → B → ℝ) : ι → ℝ :=
  fun i => -(1 / (Fintype.card K : ℝ)) * ∑ k, ∑ s, w s * φ k s * b s i
```

The phase part S uses the dot product `⬝ᵥ`, so r·r is the squared Euclidean length.

```lean
/-- The phase part of the spread, `(1/N) ∑ w_b φ(k,b)² - r·r`, on a non-empty mesh
of `N` k-points. -/
def phaseSpread (w : B → ℝ) (b : B → ι → ℝ) (φ : K → B → ℝ) : ℝ :=
  (1 / (Fintype.card K : ℝ)) * ∑ k, ∑ s, w s * φ k s ^ 2
    - wannierCenter w b φ ⬝ᵥ wannierCenter w b φ
```

The mismatch F(x) takes the trial centre as its last argument.

```lean
/-- The mesh average `(1/N) ∑ w_b (φ(k,b) + b·x)²` of the weighted squared mismatch, summed over the
shell, between the phases and those of a trial centre `x`, on a non-empty mesh of `N` k-points. -/
def phaseMismatch (w : B → ℝ) (b : B → ι → ℝ) (φ : K → B → ℝ) (x : ι → ℝ) : ℝ :=
  (1 / (Fintype.card K : ℝ)) * ∑ k, ∑ s, w s * (φ k s + b s ⬝ᵥ x) ^ 2
```

The phases are arbitrary real numbers. No Bloch states, complex overlaps or choice of logarithm branch enter, and `K` carries no positions in reciprocal space. The results apply to whatever branch was used to produce φ, although r and S themselves can change with that branch. The modulus part of the spread is absent from these definitions.

## The cross term and the completeness relation

The first lemma is the cross-term calculation. Its inner statement `h` moves the sum over components to the outside by repeated use of `Finset.sum_comm`; the definition of the centre then supplies the minus sign. Completeness is not needed here.

```lean
/-- The mesh average of `w_b φ(k,b) (b·x)`, summed over the shell, is minus the scalar
product of the Wannier centre with `x`. -/
theorem cross_term (w : B → ℝ) (b : B → ι → ℝ) (φ : K → B → ℝ) (x : ι → ℝ) :
    (1 / (Fintype.card K : ℝ)) * ∑ k, ∑ s, w s * φ k s * (b s ⬝ᵥ x)
      = -(wannierCenter w b φ ⬝ᵥ x) := by
  -- move the sum over Cartesian components to the outside
  have h : ∑ k, ∑ s, w s * φ k s * (b s ⬝ᵥ x)
      = ∑ i, (∑ k, ∑ s, w s * φ k s * b s i) * x i := by
    simp only [dotProduct, Finset.mul_sum, Finset.sum_mul]
    symm
    refine Finset.sum_comm.trans (Finset.sum_congr rfl fun k _ =>
      Finset.sum_comm.trans (Finset.sum_congr rfl fun s _ => ?_))
    exact Finset.sum_congr rfl fun i _ => by ring
  rw [h, dotProduct, Finset.mul_sum, ← Finset.sum_neg_distrib]
  refine Finset.sum_congr rfl fun i _ => ?_
  simp only [wannierCenter]
  ring
```

Completeness is a predicate on weights and vectors, and the later theorems about the spread take it as the hypothesis `hc`.

```lean
variable [DecidableEq ι]

/-- The completeness relation `∑ w_b b_i b_j = δ_ij` of a shell of neighbour vectors. -/
def IsCompleteShell (w : B → ℝ) (b : B → ι → ℝ) : Prop :=
  ∀ i j, ∑ s, w s * b s i * b s j = if i = j then 1 else 0
```

The next lemma is Σ_s w_s (b_s·x)² = x·x. As in the derivation above, `hid` recovers each component x_i from the projections, and the final `calc` block multiplies by x_i and sums.

```lean
/-- For a complete shell, the weighted squares of the projections `b·x` add up to the
squared length of `x`. -/
theorem sum_projection_sq {w : B → ℝ} {b : B → ι → ℝ} (hc : IsCompleteShell w b)
    (x : ι → ℝ) : ∑ s, w s * (b s ⬝ᵥ x) ^ 2 = x ⬝ᵥ x := by
  -- the shell resolves the identity on each component
  have hid : ∀ i, ∑ s, w s * (b s ⬝ᵥ x) * b s i = x i := by
    intro i
    calc ∑ s, w s * (b s ⬝ᵥ x) * b s i
        = ∑ j, (∑ s, w s * b s i * b s j) * x j := by
          simp only [dotProduct, Finset.mul_sum, Finset.sum_mul]
          refine Finset.sum_comm.trans (Finset.sum_congr rfl fun j _ => ?_)
          exact Finset.sum_congr rfl fun s _ => by ring
      _ = ∑ j, (if i = j then 1 else 0) * x j :=
          Finset.sum_congr rfl fun j _ => by rw [hc i j]
      _ = x i := by simp
  have e : ∀ (c : ℝ) (s : B), ∑ i, c * b s i * x i = c * (b s ⬝ᵥ x) := fun c s => by
    simp only [dotProduct, Finset.mul_sum, mul_assoc]
  calc ∑ s, w s * (b s ⬝ᵥ x) ^ 2
      = ∑ s, ∑ i, w s * (b s ⬝ᵥ x) * b s i * x i :=
        Finset.sum_congr rfl fun s _ => by rw [e]; ring
    _ = ∑ i, (∑ s, w s * (b s ⬝ᵥ x) * b s i) * x i := by
        rw [Finset.sum_comm]
        exact Finset.sum_congr rfl fun i _ => by rw [Finset.sum_mul]
    _ = x ⬝ᵥ x := Finset.sum_congr rfl fun i _ => by rw [hid i]
```

## The parallel-axis law and the identity for S

From here on the mesh is required to be non-empty, because the average of the constant x·x must equal x·x; this is `hN`. The statement `hk` expands the square at one k-point, and `hsum` adds the expansions over the mesh. The closing `linear_combination` inserts twice the cross term and the average of the constant, which leaves F(x) = S + |x − r|².

```lean
variable [Nonempty K]

/-- Parallel-axis law: for a complete shell and a non-empty mesh, the mismatch at a trial centre `x`
is the phase spread plus the squared distance from `x` to the Wannier centre. -/
theorem mismatch_parallel_axis {w : B → ℝ} {b : B → ι → ℝ} (hc : IsCompleteShell w b)
    (φ : K → B → ℝ) (x : ι → ℝ) :
    phaseMismatch w b φ x = phaseSpread w b φ
      + (x - wannierCenter w b φ) ⬝ᵥ (x - wannierCenter w b φ) := by
  have hN : (1 / (Fintype.card K : ℝ)) * (Fintype.card K : ℝ) = 1 :=
    one_div_mul_cancel (Nat.cast_ne_zero.mpr Fintype.card_ne_zero)
  -- expand the square at one k-point
  have hk : ∀ k, ∑ s, w s * (φ k s + b s ⬝ᵥ x) ^ 2
      = ∑ s, w s * φ k s ^ 2 + 2 * ∑ s, w s * φ k s * (b s ⬝ᵥ x) + x ⬝ᵥ x := by
    intro k
    rw [← sum_projection_sq hc x, Finset.mul_sum, ← Finset.sum_add_distrib,
      ← Finset.sum_add_distrib]
    exact Finset.sum_congr rfl fun s _ => by ring
  have hsum : ∑ k, ∑ s, w s * (φ k s + b s ⬝ᵥ x) ^ 2
      = ∑ k, ∑ s, w s * φ k s ^ 2 + 2 * ∑ k, ∑ s, w s * φ k s * (b s ⬝ᵥ x)
        + (Fintype.card K : ℝ) * (x ⬝ᵥ x) := by
    rw [Finset.sum_congr rfl (fun k _ => hk k), Finset.sum_add_distrib,
      Finset.sum_add_distrib, ← Finset.mul_sum, Finset.sum_const, Finset.card_univ,
      nsmul_eq_mul]
  rw [phaseMismatch, phaseSpread, hsum, sub_dotProduct, dotProduct_sub, dotProduct_sub,
    dotProduct_comm x (wannierCenter w b φ)]
  linear_combination 2 * cross_term w b φ x + (x ⬝ᵥ x) * hN
```

The main identity is the case x = r, where the distance term is zero.

```lean
/-- For a complete shell, `(1/N) ∑ w_b φ² - r·r = (1/N) ∑ w_b (φ + b·r)²`, where `r` is
the Wannier centre. -/
theorem phaseSpread_eq_mismatch {w : B → ℝ} {b : B → ι → ℝ} (hc : IsCompleteShell w b)
    (φ : K → B → ℝ) :
    phaseSpread w b φ = phaseMismatch w b φ (wannierCenter w b φ) := by
  rw [mismatch_parallel_axis hc, sub_self, zero_dotProduct, add_zero]
```

Nonnegativity follows because every term in the sum of squares has a nonnegative weight. This is the first place where the signs of the weights matter.

```lean
/-- For a complete shell with nonnegative weights the phase spread is nonnegative. -/
theorem phaseSpread_nonneg {w : B → ℝ} {b : B → ι → ℝ} (hc : IsCompleteShell w b)
    (hw : ∀ s, 0 ≤ w s) (φ : K → B → ℝ) : 0 ≤ phaseSpread w b φ := by
  rw [phaseSpread_eq_mismatch hc]
  exact mul_nonneg (by positivity) (Finset.sum_nonneg fun k _ =>
    Finset.sum_nonneg fun s _ => mul_nonneg (hw s) (sq_nonneg _))
```

## The best centre and the phases with zero spread

The strict-minimum theorem compares trial centres at fixed phases; it is not a minimisation over gauges. In the proof, `h0` says that the squared distance from x to r is nonnegative and `h1` that it is nonzero, so it is positive.

```lean
/-- For a complete shell and a non-empty mesh, every trial centre other than the Wannier centre has
a strictly larger phase mismatch. -/
theorem wannierCenter_strict_min {w : B → ℝ} {b : B → ι → ℝ} (hc : IsCompleteShell w b)
    (φ : K → B → ℝ) {x : ι → ℝ} (hx : x ≠ wannierCenter w b φ) :
    phaseMismatch w b φ (wannierCenter w b φ) < phaseMismatch w b φ x := by
  rw [← phaseSpread_eq_mismatch hc, mismatch_parallel_axis hc φ x]
  have h0 : 0 ≤ (x - wannierCenter w b φ) ⬝ᵥ (x - wannierCenter w b φ) :=
    Finset.sum_nonneg fun i _ => mul_self_nonneg _
  have h1 : (x - wannierCenter w b φ) ⬝ᵥ (x - wannierCenter w b φ) ≠ 0 :=
    fun h => hx (sub_eq_zero.mp (dotProduct_self_eq_zero.mp h))
  linarith [lt_of_le_of_ne h0 h1.symm]
```

The last theorem about S characterises its zeros for positive weights. In the forward direction the vector R is the centre itself: `hS` removes the prefactor 1/N, and `h1`, `h2` and `h3` pass from the vanishing double sum to a single k-point, a single neighbour and finally the unsquared residual. The backward direction evaluates the mismatch at R and applies the parallel-axis law.

Nonnegative weights would not suffice for this equivalence. A neighbour of weight zero leaves S unchanged whatever its phase, while the condition φ(k,s) = −b_s·R still constrains that phase.

```lean
/-- For a complete shell with positive weights, the phase spread vanishes exactly when
`φ(k,b) = -b·R` for one vector `R` common to all k-points. -/
theorem phaseSpread_eq_zero_iff {w : B → ℝ} {b : B → ι → ℝ} (hc : IsCompleteShell w b)
    (hw : ∀ s, 0 < w s) (φ : K → B → ℝ) :
    phaseSpread w b φ = 0 ↔ ∃ R : ι → ℝ, ∀ k s, φ k s = -(b s ⬝ᵥ R) := by
  constructor
  · intro h0
    refine ⟨wannierCenter w b φ, fun k s => ?_⟩
    rw [phaseSpread_eq_mismatch hc] at h0
    unfold phaseMismatch at h0
    have hN : (1 / (Fintype.card K : ℝ)) ≠ 0 :=
      one_div_ne_zero (Nat.cast_ne_zero.mpr Fintype.card_ne_zero)
    have hS := (mul_eq_zero.mp h0).resolve_left hN
    have hpos : ∀ k s, 0 ≤ w s * (φ k s + b s ⬝ᵥ wannierCenter w b φ) ^ 2 :=
      fun k s => mul_nonneg (hw s).le (sq_nonneg _)
    -- a vanishing sum of nonnegative terms vanishes term by term
    have h1 : ∑ s, w s * (φ k s + b s ⬝ᵥ wannierCenter w b φ) ^ 2 = 0 :=
      (Finset.sum_eq_zero_iff_of_nonneg (fun k _ =>
        Finset.sum_nonneg (fun s _ => hpos k s))).1 hS k (Finset.mem_univ k)
    have h2 : w s * (φ k s + b s ⬝ᵥ wannierCenter w b φ) ^ 2 = 0 :=
      (Finset.sum_eq_zero_iff_of_nonneg (fun s _ => hpos k s)).1 h1 s (Finset.mem_univ s)
    have h3 := (pow_eq_zero_iff two_ne_zero).1 ((mul_eq_zero.mp h2).resolve_left (hw s).ne')
    linarith
  · rintro ⟨R, hR⟩
    have hz : phaseMismatch w b φ R = 0 := by simp [phaseMismatch, hR]
    have hp := mismatch_parallel_axis hc φ R
    have hn := phaseSpread_nonneg hc (fun s => (hw s).le) φ
    have hd : 0 ≤ (R - wannierCenter w b φ) ⬝ᵥ (R - wannierCenter w b φ) :=
      Finset.sum_nonneg fun i _ => mul_self_nonneg _
    linarith
```

## A complete shell in every dimension

The completeness hypothesis is met by the nearest-neighbour shell of a cubic mesh. A neighbour label is a pair of an axis and a sign, encoded as `ι × Bool`, and the corresponding vector is h or −h along that axis.

```lean
/-- The cubic shell: the vectors `h e_i` and `-h e_i` along every Cartesian axis. -/
def cubicShell (h : ℝ) : ι × Bool → ι → ℝ :=
  fun p i => if p.1 = i then (if p.2 then h else -h) else 0
```

For weights 1/(2h²) with h ≠ 0, only the two vectors along axis i have a nonzero component i. If j = i, they contribute

2 · h²/(2h²) = 1,

and if j ≠ i, their component j is zero. The proof makes the same reduction with `Finset.sum_eq_single i` and then separates the two cases. The weights are positive, so all the preceding theorems apply to this shell.

```lean
omit [Nonempty K] [Fintype K] in
/-- The cubic shell with spacing `h ≠ 0` and equal weights `1/(2h²)` is complete. -/
theorem isCompleteShell_witness {h : ℝ} (hh : h ≠ 0) :
    IsCompleteShell (fun _ => 1 / (2 * h ^ 2)) (cubicShell (ι := ι) h) := by
  intro i j
  -- only the pair of vectors along axis i contributes
  rw [Fintype.sum_prod_type, Finset.sum_eq_single i]
  · rcases eq_or_ne i j with rfl | hij
    · have e : 1 / (2 * h ^ 2) * h * h = 1 / 2 := by field_simp
      simp only [cubicShell, Fintype.sum_bool, Bool.false_eq_true, ↓reduceIte]
      linear_combination 2 * e
    · simp [cubicShell, hij]
  · intro a _ ha
    simp [cubicShell, ha]
  · intro hi
    exact absurd (Finset.mem_univ i) hi

end

end MarzariVanderbiltPhaseSpread
```

```lean
#print axioms MarzariVanderbiltPhaseSpread.wannierCenter_strict_min
#print axioms MarzariVanderbiltPhaseSpread.phaseSpread_eq_zero_iff
```

```
'MarzariVanderbiltPhaseSpread.wannierCenter_strict_min' depends on axioms: [propext, Classical.choice, Quot.sound]
'MarzariVanderbiltPhaseSpread.phaseSpread_eq_zero_iff' depends on axioms: [propext, Classical.choice, Quot.sound]
```
